# A finite real symmetric kernel obeys the Schwarz estimate for all densities exactly when it or its negative is positive semidefinite

A density is represented here by an arbitrary real coefficient vector over a finite index type `n`, and the interaction kernel by a real matrix B. The indices may label products of orbitals or auxiliary functions. Neither positivity nor normalisation is imposed on a density, and kernels on continuous space are not treated.

```lean
import Mathlib

open Matrix

namespace SchwarzScreeningConverse

variable {n : Type*} [Fintype n]
```

The interaction of densities x and y is the bilinear form

xᵀBy = Σᵢⱼ xᵢ Bᵢⱼ yⱼ.

In Lean, `*ᵥ` applies the matrix to a vector and `⬝ᵥ` is the dot product.

```lean
/-- The interaction `xᵀ B y` of two densities with coefficient vectors `x` and `y`
under the kernel matrix `B`. -/
def interaction (B : Matrix n n ℝ) (x y : n → ℝ) : ℝ := x ⬝ᵥ B *ᵥ y
```

## A definite sign gives the estimate

Let B be symmetric, Bᵀ = B, which is the hypothesis `B.IsSymm`. Transposing the number xᵀBy gives

xᵀBy = (xᵀBy)ᵀ = yᵀBᵀx = yᵀBx.

```lean
/-- For a symmetric kernel the interaction of two densities does not depend on their order. -/
theorem interaction_comm {B : Matrix n n ℝ} (hB : B.IsSymm) (x y : n → ℝ) :
    interaction B x y = interaction B y x := by
  unfold interaction
  rw [Matrix.dotProduct_mulVec, ← Matrix.mulVec_transpose, hB.eq, dotProduct_comm]
```

For real t, the self-interaction of x + ty expands into four terms. By symmetry the two cross terms are equal:

(x + ty)ᵀB(x + ty) = xᵀBx + 2t xᵀBy + t² yᵀBy.

```lean
/-- The self-interaction of the superposition `x + t y` is a quadratic polynomial in `t`. -/
theorem self_interaction_add_smul {B : Matrix n n ℝ} (hB : B.IsSymm) (x y : n → ℝ) (t : ℝ) :
    interaction B (x + t • y) (x + t • y) =
      interaction B x x + 2 * t * interaction B x y + t ^ 2 * interaction B y y := by
  have h := interaction_comm hB y x
  simp only [interaction, Matrix.mulVec_add, Matrix.mulVec_smul, dotProduct_add,
    add_dotProduct, smul_dotProduct, dotProduct_smul, smul_eq_mul] at h ⊢
  linear_combination t * h
```

Mathlib's `PosSemidef` requires a matrix to be Hermitian and its quadratic form to be nonnegative. For a real symmetric B the first condition already holds, which leaves xᵀBx ≥ 0 for every x.

```lean
/-- A symmetric kernel is positive semidefinite exactly when no density has a negative
self-interaction. -/
theorem posSemidef_iff_self_interaction {B : Matrix n n ℝ} (hB : B.IsSymm) :
    B.PosSemidef ↔ ∀ x, 0 ≤ interaction B x x := by
  rw [Matrix.posSemidef_iff_dotProduct_mulVec]
  constructor
  · intro h x
    simpa only [interaction, star_trivial] using h.2 x
  · intro h
    refine ⟨(Matrix.conjTranspose_eq_transpose_of_trivial B).trans hB, fun x => ?_⟩
    simpa only [interaction, star_trivial] using h x
```

If B is positive semidefinite, the polynomial in t above is never negative. Its discriminant therefore cannot be positive:

4(xᵀBy)² − 4(xᵀBx)(yᵀBy) ≤ 0.

Division by 4 gives the Schwarz estimate. If yᵀBy = 0, the polynomial is linear and can stay nonnegative only if xᵀBy = 0, so the inequality still holds. `discrim_le_zero` covers both cases.

```lean
/-- A positive semidefinite kernel obeys the Schwarz estimate for all pairs of densities. -/
theorem schwarz_of_posSemidef {B : Matrix n n ℝ} (hB : B.IsSymm) (hpos : B.PosSemidef)
    (x y : n → ℝ) :
    interaction B x y ^ 2 ≤ interaction B x x * interaction B y y := by
  -- the quadratic polynomial in `t` is never negative, so its discriminant is not positive
  have hq : ∀ t : ℝ, 0 ≤ interaction B y y * (t * t) + (2 * interaction B x y) * t
      + interaction B x x := by
    intro t
    have h := (posSemidef_iff_self_interaction hB).1 hpos (x + t • y)
    rw [self_interaction_add_smul hB] at h
    linarith
  have hd := discrim_le_zero hq
  unfold discrim at hd
  linarith
```

## Mixed signs break it

Suppose that neither B nor −B is positive semidefinite. The first failure supplies v with vᵀBv < 0. The second supplies u with −uᵀBu < 0, so uᵀBu > 0.

```lean
/-- If `B` is symmetric and neither `B` nor `-B` is positive semidefinite, some density has a
positive and another a negative self-interaction. -/
theorem exists_opposite_signs {B : Matrix n n ℝ} (hB : B.IsSymm)
    (h : ¬ (B.PosSemidef ∨ (-B).PosSemidef)) :
    ∃ u v, 0 < interaction B u u ∧ interaction B v v < 0 := by
  obtain ⟨h1, h2⟩ := not_or.mp h
  rw [posSemidef_iff_self_interaction hB] at h1
  rw [posSemidef_iff_self_interaction hB.neg] at h2
  obtain ⟨v, hv⟩ := not_forall.mp h1
  obtain ⟨u, hu⟩ := not_forall.mp h2
  have hneg : interaction (-B) u u = -interaction B u u := by
    simp only [interaction, Matrix.neg_mulVec, dotProduct_neg]
  rw [hneg] at hu
  exact ⟨u, v, by linarith [not_le.mp hu], not_le.mp hv⟩
```

For this pair the Schwarz estimate would require

0 ≤ (uᵀBv)² ≤ (uᵀBu)(vᵀBv) < 0,

which is impossible. Conversely, a positive semidefinite B obeys the estimate by the discriminant argument. If −B is positive semidefinite, apply that argument to −B: both sides of the estimate are unchanged, since each contains two factors of the kernel.

```lean
/-- A symmetric kernel obeys the Schwarz estimate for all pairs of densities if and only if the
kernel or its negative is positive semidefinite. -/
theorem schwarz_iff_semidefinite {B : Matrix n n ℝ} (hB : B.IsSymm) :
    (∀ x y, interaction B x y ^ 2 ≤ interaction B x x * interaction B y y) ↔
      B.PosSemidef ∨ (-B).PosSemidef := by
  constructor
  · intro h
    by_contra hn
    obtain ⟨u, v, hu, hv⟩ := exists_opposite_signs hB hn
    -- a square cannot lie below a negative product
    have h1 := h u v
    have h2 := mul_neg_of_pos_of_neg hu hv
    linarith [sq_nonneg (interaction B u v)]
  · rintro (h | h) x y
    · exact schwarz_of_posSemidef hB h x y
    · have h1 := schwarz_of_posSemidef hB.neg h x y
      simp only [interaction, Matrix.neg_mulVec, dotProduct_neg] at h1 ⊢
      linarith
```

Schwarz screening discards small two-electron integrals by means of such a bound. For a finite real symmetric kernel that is indefinite, the theorem rules out the bound as a guarantee for all coefficient vectors.

## No prefactor repairs an indefinite kernel

Taking absolute values removes the sign contradiction, so a different density is needed. Write a = uᵀBu > 0, b = uᵀBv and c = vᵀBv < 0. Then b² − ac > 0, and with s = √(b² − ac) the choice t = (−b − s)/c gives

c(a + 2tb + t²c) = (ct + b)² − (b² − ac) = s² − s² = 0.

Since c ≠ 0, the density z = u + tv has zero self-interaction. If z interacted with no density at all, then

0 = zᵀBu = a + tb,
0 = zᵀBv = b + tc,

and hence a = −tb = t²c ≤ 0, contradicting a > 0. So zᵀBy ≠ 0 for some y.

```lean
/-- If a symmetric kernel takes self-interactions of both signs, there is a density `z` with
zero self-interaction that has a nonzero interaction with some density `y`. -/
theorem exists_null_interacting {B : Matrix n n ℝ} (hB : B.IsSymm) {u v : n → ℝ}
    (hu : 0 < interaction B u u) (hv : interaction B v v < 0) :
    ∃ z y, interaction B z z = 0 ∧ interaction B z y ≠ 0 := by
  -- the self-interaction vanishes somewhere on the line `u + t v`
  obtain ⟨t, ht⟩ : ∃ t : ℝ, interaction B u u + 2 * t * interaction B u v
      + t ^ 2 * interaction B v v = 0 := by
    generalize interaction B u u = a at *
    generalize interaction B u v = b at *
    generalize interaction B v v = c at *
    have hs : Real.sqrt (b ^ 2 - a * c) ^ 2 = b ^ 2 - a * c :=
      Real.sq_sqrt (by nlinarith [sq_nonneg b, mul_neg_of_pos_of_neg hu hv])
    generalize Real.sqrt (b ^ 2 - a * c) = s at hs
    obtain ⟨t, hct⟩ : ∃ t : ℝ, c * t = -b - s :=
      ⟨(-b - s) / c, mul_div_cancel₀ _ hv.ne⟩
    refine ⟨t, mul_left_cancel₀ hv.ne ?_⟩
    linear_combination (c * t + b - s) * hct + hs
  have hz : interaction B (u + t • v) (u + t • v) = 0 := by
    rw [self_interaction_add_smul hB, ht]
  by_contra hn
  have hall : ∀ y, interaction B (u + t • v) y = 0 := by
    intro y
    by_contra hy
    exact hn ⟨_, y, hz, hy⟩
  -- vanishing against both `u` and `v` contradicts the signs
  have h1 := hall u
  have h2 := hall v
  have h3 := interaction_comm hB v u
  simp only [interaction, add_dotProduct, smul_dotProduct, smul_eq_mul] at h1 h2 h3 hu hv
  have h4 : u ⬝ᵥ B *ᵥ u = t ^ 2 * (v ⬝ᵥ B *ᵥ v) := by
    linear_combination h1 - t * h2 - t * h3
  have h5 := mul_nonneg (sq_nonneg t) (neg_nonneg.mpr hv.le)
  linarith
```

Now allow any real constant C and ask for

(xᵀBy)² ≤ C |xᵀBx| |yᵀBy| for all x, y.

For an indefinite kernel, putting x = z makes the right side zero while the left side is positive for a suitable y. If B or −B is positive semidefinite, C = 1 works, because a number never exceeds its absolute value.

```lean
/-- A symmetric kernel admits a Schwarz-type estimate with absolute self-interactions and some
constant prefactor `C` if and only if the kernel or its negative is positive semidefinite. -/
theorem scaled_schwarz_iff_semidefinite {B : Matrix n n ℝ} (hB : B.IsSymm) :
    (∃ C : ℝ, ∀ x y, interaction B x y ^ 2 ≤
        C * (|interaction B x x| * |interaction B y y|)) ↔
      B.PosSemidef ∨ (-B).PosSemidef := by
  constructor
  · rintro ⟨C, hC⟩
    by_contra hn
    obtain ⟨u, v, hu, hv⟩ := exists_opposite_signs hB hn
    obtain ⟨z, y, hz, hzy⟩ := exists_null_interacting hB hu hv
    -- the bound is zero at `z`, the interaction is not
    have h := hC z y
    rw [hz, abs_zero, zero_mul, mul_zero] at h
    exact absurd h (not_le_of_gt (pow_pos (abs_pos.mpr hzy) 2 |>.trans_eq (sq_abs _)))
  · intro h
    refine ⟨1, fun x y => ?_⟩
    rw [one_mul, ← abs_mul]
    exact ((schwarz_iff_semidefinite hB).2 h x y).trans (le_abs_self _)
```

This equivalence fails without symmetry. Take B with rows (1, 1) and (−1, 1). Then xᵀBx = |x|² and |By|² = 2|y|², so (xᵀBy)² ≤ 2|x|²|y|² and C = 2 suffices. Yet neither B nor −B is symmetric, so neither satisfies `PosSemidef`.

## Checking basis functions is not enough

Consider three basis functions with unit self-interactions and mutual interactions −1. This is a model kernel chosen for illustration. It is not a matrix of exact Coulomb integrals over real functions, since such a matrix is positive semidefinite.

```lean
/-- A kernel on three basis functions with unit self-interactions and all mutual interactions
equal to `-1`. -/
def triangleKernel : Matrix (Fin 3) (Fin 3) ℝ := !![1, -1, -1; -1, 1, -1; -1, -1, 1]
```

For each pair of basis functions, Bᵢⱼ² = 1 = BᵢᵢBⱼⱼ, so the estimate holds with equality. The uniform density x = (1, 1, 1), however, has

xᵀBx = 3 − 6 = −3,

or −1 after scaling x to unit length. The first basis function y = (1, 0, 0) has yᵀBy = 1. The Schwarz product is −3, below any square. Lean checks the matrix entries case by case and then evaluates these two self-interactions.

```lean
/-- The triangle kernel is symmetric and obeys the Schwarz estimate for every pair of basis
functions, but not for every pair of densities. -/
theorem basis_schwarz_not_sufficient :
    triangleKernel.IsSymm ∧
    (∀ i j, triangleKernel i j ^ 2 ≤ triangleKernel i i * triangleKernel j j) ∧
    ¬ ∀ x y, interaction triangleKernel x y ^ 2 ≤
      interaction triangleKernel x x * interaction triangleKernel y y := by
  refine ⟨?_, ?_, ?_⟩
  · ext i j
    fin_cases i <;> fin_cases j <;> simp [triangleKernel]
  · intro i j
    fin_cases i <;> fin_cases j <;> simp [triangleKernel]
  · intro h
    -- the uniform density has self-interaction `-3`, the first basis function `1`
    have h1 : interaction triangleKernel ![1, 1, 1] ![1, 1, 1] = -3 := by
      simp [interaction, triangleKernel, Matrix.mulVec, dotProduct, Fin.sum_univ_three]
      norm_num
    have h2 : interaction triangleKernel ![1, 0, 0] ![1, 0, 0] = 1 := by
      simp [interaction, triangleKernel, Matrix.mulVec, dotProduct, Fin.sum_univ_three]
    have h3 := h ![1, 1, 1] ![1, 0, 0]
    rw [h1, h2] at h3
    linarith [sq_nonneg (interaction triangleKernel ![1, 1, 1] ![1, 0, 0])]

end SchwarzScreeningConverse
```

```lean
#print axioms SchwarzScreeningConverse.schwarz_iff_semidefinite
-- 'SchwarzScreeningConverse.schwarz_iff_semidefinite' depends on axioms: [propext, Classical.choice, Quot.sound]
#print axioms SchwarzScreeningConverse.scaled_schwarz_iff_semidefinite
-- 'SchwarzScreeningConverse.scaled_schwarz_iff_semidefinite' depends on axioms: [propext, Classical.choice, Quot.sound]
#print axioms SchwarzScreeningConverse.basis_schwarz_not_sufficient
-- 'SchwarzScreeningConverse.basis_schwarz_not_sufficient' depends on axioms: [propext, Classical.choice, Quot.sound]
```
